# In a finite k·p model with a Hermitian momentum matrix and distinct band energies, the corrections to the inverse effective masses sum to zero

Take two bands with energies $E_1 = 0$ and $E_2 = G > 0$, coupled by a momentum matrix element $P$. In units $\hbar = m_0 = 1$, where $m_0$ is the free-electron mass, second-order k·p theory changes the inverse mass of the upper band by $+2|P|^2/G$ and that of the lower band by $-2|P|^2/G$. The bands repel, and what one gains in curvature the other loses.

With any finite number of bands, the same cancellation occurs pair by pair. If $p$ is the Hermitian momentum matrix and the energies $E_n$ are all different, the corrections

$$c_n = 2\sum_{m\neq n}\frac{|p_{nm}|^2}{E_n-E_m}$$

sum to zero over the bands, with $c_n \ge 0$ for the highest band and $c_n \le 0$ for the lowest. The proof below starts from the perturbation expansion, so that $c_n$ is derived as a mass correction and not just declared to be one.

## From the perturbation equations to the inverse mass

Let there be finitely many bands. Along one direction of the wave number $k$, measured from the expansion point, the Hamiltonian is

$$H(k) = \mathrm{diag}(E) + k\,p + \tfrac{1}{2}k^2 .$$

For band $n$, with basis vector $e_n$, write the state as $e_n + k u + k^2 w$ and the energy as $E_n + k v + \tfrac12 k^2\kappa$. Here $u$ and $w$ are complex vectors, $v$ is the band velocity and $\kappa$ is the inverse effective mass in units of $1/m_0$. Component $m$ of the eigenvalue equation gives, at orders $k$ and $k^2$,

$$E_m u_m + p_{mn} = E_n u_m + v\,\delta_{mn},$$

$$E_m w_m + \sum_l p_{ml}u_l + \tfrac12\delta_{mn} = E_n w_m + v u_m + \tfrac{\kappa}{2}\delta_{mn}.$$

For $m\neq n$ the first equation gives $u_m = p_{mn}/(E_n-E_m)$, and for $m=n$ it gives $v=p_{nn}$. The component $u_n$ stays free. Since $p$ is Hermitian, $p_{nl}p_{ln}=|p_{nl}|^2$, and therefore

$$\sum_l p_{nl}u_l = p_{nn}u_n + \sum_{l\neq n}\frac{|p_{nl}|^2}{E_n-E_l} = p_{nn}u_n + \frac{c_n}{2}.$$

The second equation at $m=n$ now reads $p_{nn}u_n + c_n/2 + 1/2 = v u_n + \kappa/2$. The terms with $u_n$ cancel because $v=p_{nn}$, which leaves

$$\kappa = 1 + c_n .$$

Conversely, this value is attained. Take $v=p_{nn}$, which is real, and $u_m$ as above with $u_n=0$. Then the second equation for $m\neq n$ is solved by

$$w_m = \frac{\sum_l p_{ml}u_l - v u_m}{E_n-E_m},$$

and $w_n$ may be set to zero.

## Why the pair terms cancel

For $n\neq m$ put $f_{nm} = |p_{nm}|^2/(E_n-E_m)$, and put $f_{nn}=0$. Exchanging the bands leaves the numerator unchanged and reverses the denominator, so $f_{mn}=-f_{nm}$. Renaming the summation indices then gives

$$\sum_{n,m} f_{nm} = \sum_{n,m} f_{mn} = -\sum_{n,m} f_{nm},$$

so the double sum vanishes, and with it $\sum_n c_n = 2\sum_{n,m}f_{nm}$.

Weighting with the energies gives a second rule. By the same exchange, $\sum_{n,m}E_n f_{nm} = -\sum_{n,m}E_m f_{nm}$, hence

$$\sum_n E_n c_n = 2\sum_{n,m}E_n f_{nm} = \sum_{n,m}(E_n-E_m)f_{nm} = \sum_n\sum_{m\neq n}|p_{nm}|^2 .$$

The right-hand side counts each pair of bands twice, once in each order.

For the highest band every denominator $E_n-E_m$ is positive, so every term of $c_n$ is nonnegative. Such a sum vanishes only if each term does, that is, if $p_{nm}=0$ for all $m\neq n$. Replacing $E$ by $-E$ turns the lowest band into the highest and reverses the sign of $c_n$, which settles the lowest band.

## Three bands with numbers

Let $E=(0,1,3)$, $p_{12}=1$, $p_{13}=3$ and $p_{23}=2i$, with the remaining off-diagonal entries fixed by Hermiticity. Then

- $c_1 = 2\left(\frac{1}{-1}+\frac{9}{-3}\right) = -8$,
- $c_2 = 2\left(\frac{1}{1}+\frac{4}{-2}\right) = -2$,
- $c_3 = 2\left(\frac{9}{3}+\frac{4}{2}\right) = 10$.

They sum to zero. The weighted sum is $0-2+30=28$, which equals $2(1+9+4)$. The inverse masses are $-7$, $-1$ and $11$, and they add up to $3$, the number of bands. The sign for the middle band depends on the couplings: with $p_{23}=0$ it would be $c_2=+2$.

## How the Lean statements describe the bands

The finite type `ι` labels the bands, `E : ι → ℝ` gives their energies at the expansion point, and `p : Matrix ι ι ℂ` is the momentum matrix along the chosen direction. `kpCorrection p E n` is $c_n$; the index set `univ.erase n` means all bands except $n$.

`IsInverseMass p E n κ` says that some $v$, $u$ and $w$ satisfy the two perturbation equations displayed above. The formula for $c_n$ does not occur in this definition. The term $\tfrac12k^2$ in the Hamiltonian is the kinetic energy of a free electron, and it is the origin of the $1$ in $\kappa=1+c_n$.

There are two hypotheses on the model:

- `p.IsHermitian` expresses that momentum is an observable. No commutation relation with position is imposed.
- `Function.Injective E` says that no two bands are degenerate at the expansion point. This excludes, for example, the degenerate heavy-hole and light-hole bands at the zone centre of many semiconductors, and also spin-degenerate pairs listed as separate bands.

Under these hypotheses `isInverseMass_iff` states that $\kappa$ is an inverse mass of band $n$ exactly when $\kappa=1+c_n$. `kpCorrection_sum_rules` contains the plain and the weighted sum rule, and `effective_mass_sum_rule` says that each band has exactly one inverse mass and that these add up to the number of bands. The name "effective-mass sum rule" is also used for the single-band relation $\kappa=1+c_n$; here the sum runs over the bands as well.

The two sign theorems ask for less. They need only that band $n$ lies strictly above, or strictly below, all others; the other bands may be degenerate among themselves, and $p$ need not be Hermitian. They are statements about the number $c_n$ given by its formula; that this number is the mass correction is proved in `isInverseMass_iff`, under the two hypotheses above.

The inverse mass is defined order by order in $k$. Identifying it with the second derivative of an exact eigenvalue branch takes the usual perturbation theory of a non-degenerate level, which is not formalised here. The model is also one-particle, finite and restricted to one direction of $k$, so there is no mass tensor and no limit of infinitely many bands.

```lean
import Mathlib

open Finset

namespace EffectiveMassSumRule

noncomputable section

variable {ι : Type*} [Fintype ι] [DecidableEq ι]

/-- The k·p correction to the inverse effective mass of band `n`, in units `ħ = m₀ = 1`: twice the
sum over the other bands of `|p_nm|² / (E_n - E_m)`. -/
def kpCorrection (p : Matrix ι ι ℂ) (E : ι → ℝ) (n : ι) : ℝ :=
  2 * ∑ m ∈ univ.erase n, ‖p n m‖ ^ 2 / (E n - E m)

/-- `κ` is an inverse effective mass of band `n`: the Hamiltonian `diag E + k p + k²/2` has the
state `e_n + k u + k² w` with energy `E_n + k v + k² κ/2`, to first and second order in `k`. -/
def IsInverseMass (p : Matrix ι ι ℂ) (E : ι → ℝ) (n : ι) (κ : ℝ) : Prop :=
  ∃ (v : ℝ) (u w : ι → ℂ),
    (∀ m, (E m : ℂ) * u m + p m n = E n * u m + v * (if m = n then 1 else 0)) ∧
    (∀ m, (E m : ℂ) * w m + ∑ l, p m l * u l + (1 / 2) * (if m = n then 1 else 0)
      = E n * w m + v * u m + (κ : ℂ) / 2 * (if m = n then 1 else 0))

/-- For Hermitian `p` and first-order admixtures `u_m = p_mn / (E_n - E_m)` of the other bands,
component `n` of the vector `p u` is `p_nn u_n` plus half the k·p correction. -/
theorem second_order_sum {p : Matrix ι ι ℂ} {E : ι → ℝ} {n : ι} {u : ι → ℂ}
    (hp : p.IsHermitian) (hu : ∀ m, m ≠ n → u m = p m n / ((E n : ℂ) - E m)) :
    ∑ l, p n l * u l = p n n * u n + (kpCorrection p E n : ℂ) / 2 := by
  have key : ∑ l ∈ univ.erase n, p n l * u l = (kpCorrection p E n : ℂ) / 2 := by
    rw [kpCorrection]
    push_cast
    rw [mul_div_cancel_left₀ _ (two_ne_zero : (2 : ℂ) ≠ 0)]
    refine Finset.sum_congr rfl fun l hl => ?_
    have h : p n l * star (p n l) = (‖p n l‖ : ℂ) ^ 2 := by
      rw [Complex.star_def, Complex.mul_conj, Complex.normSq_eq_norm_sq, Complex.ofReal_pow]
    rw [hu l (Finset.ne_of_mem_erase hl), ← hp.apply l n, ← mul_div_assoc, h]
  rw [← Finset.add_sum_erase univ (fun l => p n l * u l) (mem_univ n), key]

/-- For Hermitian `p` and distinct band energies, the inverse effective mass of band `n` exists, is
unique, and equals the free-electron value `1` plus the k·p correction. -/
theorem isInverseMass_iff {p : Matrix ι ι ℂ} {E : ι → ℝ} (hp : p.IsHermitian)
    (hE : Function.Injective E) (n : ι) (κ : ℝ) :
    IsInverseMass p E n κ ↔ κ = 1 + kpCorrection p E n := by
  have hd : ∀ m, m ≠ n → (E n : ℂ) - E m ≠ 0 := fun m hm =>
    sub_ne_zero.mpr fun h => hm (hE (Complex.ofReal_injective h)).symm
  constructor
  · rintro ⟨v, u, w, h1, h2⟩
    -- the first-order equation fixes the admixtures and the band velocity
    have hu : ∀ m, m ≠ n → u m = p m n / ((E n : ℂ) - E m) := by
      intro m hm
      have h := h1 m
      rw [if_neg hm] at h
      rw [eq_div_iff (hd m hm)]
      linear_combination -h
    have hv : (v : ℂ) = p n n := by
      have h := h1 n
      rw [if_pos rfl] at h
      linear_combination -h
    -- the second-order equation on band `n` gives the curvature
    have h3 := h2 n
    rw [if_pos rfl, second_order_sum hp hu] at h3
    apply Complex.ofReal_injective
    push_cast
    linear_combination -2 * h3 - 2 * u n * hv
  · intro hκ
    have hv : ((p n n).re : ℂ) = p n n := Complex.conj_eq_iff_re.mp (hp.apply n n)
    obtain ⟨u, hu⟩ : ∃ u : ι → ℂ, ∀ m, u m = p m n / ((E n : ℂ) - E m) :=
      ⟨fun m => p m n / ((E n : ℂ) - E m), fun _ => rfl⟩
    obtain ⟨w, hw⟩ : ∃ w : ι → ℂ, ∀ m, w m =
        (∑ l, p m l * u l - (p n n).re * u m) / ((E n : ℂ) - E m) :=
      ⟨fun m => (∑ l, p m l * u l - (p n n).re * u m) / ((E n : ℂ) - E m), fun _ => rfl⟩
    refine ⟨(p n n).re, u, w, fun m => ?_, fun m => ?_⟩
    · by_cases hm : m = n
      · rw [hm, if_pos rfl, hv]
        ring
      · have h : u m * ((E n : ℂ) - E m) = p m n := by
          rw [hu m, div_mul_cancel₀ _ (hd m hm)]
        rw [if_neg hm]
        linear_combination -h
    · by_cases hm : m = n
      · rw [hm, if_pos rfl, second_order_sum hp (fun m _ => hu m), hκ]
        push_cast
        linear_combination -(u n) * hv
      · have h : w m * ((E n : ℂ) - E m) = ∑ l, p m l * u l - (p n n).re * u m := by
          rw [hw m, div_mul_cancel₀ _ (hd m hm)]
        rw [if_neg hm]
        linear_combination -h

/-- For Hermitian `p` and distinct band energies the k·p corrections sum to zero, and weighted with
the band energies they sum to the total interband strength `∑ |p_nm|²` over ordered pairs `n ≠ m`.
-/
theorem kpCorrection_sum_rules {p : Matrix ι ι ℂ} {E : ι → ℝ} (hp : p.IsHermitian)
    (hE : Function.Injective E) :
    ∑ n, kpCorrection p E n = 0 ∧
    ∑ n, E n * kpCorrection p E n = ∑ n, ∑ m ∈ univ.erase n, ‖p n m‖ ^ 2 := by
  obtain ⟨f, hf⟩ : ∃ f : ι → ι → ℝ, ∀ n m, f n m = ‖p n m‖ ^ 2 / (E n - E m) :=
    ⟨fun n m => ‖p n m‖ ^ 2 / (E n - E m), fun _ _ => rfl⟩
  have hc : ∀ n, kpCorrection p E n = 2 * ∑ m, f n m := by
    intro n
    simp only [kpCorrection, hf]
    rw [Finset.sum_erase _ (by simp)]
  -- exchanging the two bands reverses the sign of the pair term
  have ha : ∀ n m, f m n = -f n m := by
    intro n m
    rw [hf, hf, ← hp.apply m n, norm_star, ← div_neg, neg_sub]
  constructor
  · have h : ∑ n, ∑ m, f n m = -∑ n, ∑ m, f n m := by
      rw [← Finset.sum_neg_distrib, Finset.sum_comm]
      refine Finset.sum_congr rfl fun n _ => ?_
      rw [← Finset.sum_neg_distrib]
      exact Finset.sum_congr rfl fun m _ => ha n m
    simp only [hc]
    rw [← Finset.mul_sum]
    linarith
  · have h1 : ∑ n, E n * kpCorrection p E n = 2 * ∑ n, ∑ m, E n * f n m := by
      rw [Finset.mul_sum]
      refine Finset.sum_congr rfl fun n _ => ?_
      rw [hc, ← Finset.mul_sum]
      ring
    have h2 : ∑ n, ∑ m, E n * f n m = -∑ n, ∑ m, E m * f n m := by
      rw [← Finset.sum_neg_distrib, Finset.sum_comm]
      refine Finset.sum_congr rfl fun n _ => ?_
      rw [← Finset.sum_neg_distrib]
      refine Finset.sum_congr rfl fun m _ => ?_
      rw [ha n m]
      ring
    have h3 : ∑ n, ∑ m ∈ univ.erase n, ‖p n m‖ ^ 2
        = ∑ n, ∑ m, E n * f n m - ∑ n, ∑ m, E m * f n m := by
      rw [← Finset.sum_sub_distrib]
      refine Finset.sum_congr rfl fun n _ => ?_
      rw [← Finset.sum_sub_distrib,
        ← Finset.sum_erase (a := n) univ (by ring)]
      refine Finset.sum_congr rfl fun m hm => ?_
      have hd : E n - E m ≠ 0 :=
        sub_ne_zero.mpr fun h => Finset.ne_of_mem_erase hm (hE h).symm
      rw [← sub_mul, hf, mul_div_cancel₀ _ hd]
    linarith

/-- For Hermitian `p` and distinct band energies every band has exactly one inverse effective mass,
and in units of the inverse free-electron mass these add up to the number of bands. -/
theorem effective_mass_sum_rule {p : Matrix ι ι ℂ} {E : ι → ℝ} (hp : p.IsHermitian)
    (hE : Function.Injective E) :
    ∃ κ : ι → ℝ, (∀ n x, IsInverseMass p E n x ↔ x = κ n) ∧
      ∑ n, κ n = Fintype.card ι := by
  refine ⟨fun n => 1 + kpCorrection p E n, fun n x => isInverseMass_iff hp hE n x, ?_⟩
  rw [Finset.sum_add_distrib, (kpCorrection_sum_rules hp hE).1]
  simp

/-- The correction of the highest band is nonnegative, and it vanishes exactly when the momentum
operator does not couple this band to any other. -/
theorem kpCorrection_highest (p : Matrix ι ι ℂ) {E : ι → ℝ} {n : ι}
    (h : ∀ m, m ≠ n → E m < E n) :
    0 ≤ kpCorrection p E n ∧ (kpCorrection p E n = 0 ↔ ∀ m, m ≠ n → p n m = 0) := by
  have hpos : ∀ m ∈ univ.erase n, 0 ≤ ‖p n m‖ ^ 2 / (E n - E m) := fun m hm =>
    div_nonneg (sq_nonneg _) (sub_nonneg.mpr (h m (Finset.ne_of_mem_erase hm)).le)
  unfold kpCorrection
  refine ⟨mul_nonneg zero_le_two (Finset.sum_nonneg hpos), ?_⟩
  rw [mul_eq_zero, or_iff_right (by norm_num : ¬ (2 : ℝ) = 0),
    Finset.sum_eq_zero_iff_of_nonneg hpos]
  constructor
  · intro h0 m hm
    rcases div_eq_zero_iff.mp (h0 m (Finset.mem_erase.mpr ⟨hm, mem_univ m⟩)) with h1 | h1
    · exact norm_eq_zero.mp ((pow_eq_zero_iff two_ne_zero).mp h1)
    · exact absurd h1 (sub_pos.mpr (h m hm)).ne'
  · intro h0 m hm
    rw [h0 m (Finset.ne_of_mem_erase hm)]
    simp

/-- The correction of the lowest band is nonpositive, and it vanishes exactly when the momentum
operator does not couple this band to any other. -/
theorem kpCorrection_lowest (p : Matrix ι ι ℂ) {E : ι → ℝ} {n : ι}
    (h : ∀ m, m ≠ n → E n < E m) :
    kpCorrection p E n ≤ 0 ∧ (kpCorrection p E n = 0 ↔ ∀ m, m ≠ n → p n m = 0) := by
  -- turning the spectrum upside down reverses the sign of the correction
  have hneg : kpCorrection p (fun m => -E m) n = -kpCorrection p E n := by
    unfold kpCorrection
    rw [← mul_neg, ← Finset.sum_neg_distrib]
    congr 1
    refine Finset.sum_congr rfl fun m _ => ?_
    rw [← div_neg]
    congr 1
    ring
  have key := kpCorrection_highest p (E := fun m => -E m) (n := n)
    (fun m hm => neg_lt_neg (h m hm))
  rw [hneg, neg_eq_zero] at key
  exact ⟨by linarith [key.1], key.2⟩

end

end EffectiveMassSumRule
```

```lean
#print axioms EffectiveMassSumRule.kpCorrection_sum_rules
-- 'EffectiveMassSumRule.kpCorrection_sum_rules' depends on axioms: [propext, Classical.choice, Quot.sound]
#print axioms EffectiveMassSumRule.effective_mass_sum_rule
-- 'EffectiveMassSumRule.effective_mass_sum_rule' depends on axioms: [propext, Classical.choice, Quot.sound]
#print axioms EffectiveMassSumRule.kpCorrection_lowest
-- 'EffectiveMassSumRule.kpCorrection_lowest' depends on axioms: [propext, Classical.choice, Quot.sound]
```

## How the proof follows the derivation

`second_order_sum` evaluates $\sum_l p_{nl}u_l$. It splits off the term $l=n$, inserts the admixtures, and uses Hermiticity to turn $p_{nl}p_{ln}$ into $|p_{nl}|^2$.

`isInverseMass_iff` has two directions. In the first, the equations are given: `hu` extracts the admixtures and `hv` the velocity from the first-order equation, and `h3` is the second-order equation on band $n$. The closing `linear_combination` is the step in which the $u_n$ terms cancel. In the second direction the proof supplies the explicit $u$ and $w$ and checks both equations, treating $m=n$ and $m\neq n$ separately. Distinct energies enter through `hd`, which says that the denominators are nonzero. The formulas for $u$ and $w$ are written for all $m$ at once; since Lean sets division by zero to zero, they give $u_n=w_n=0$, and the diagonal terms $f_{nn}$ vanish in the same way.

In `kpCorrection_sum_rules`, `f` is the pair term $f_{nm}$ and `ha` is its antisymmetry. `Finset.sum_comm` exchanges the two summations, which shows that the double sum equals its own negative. For the weighted rule, `h1` writes the left side as $2\sum E_nf_{nm}$, `h2` is the exchange identity, and `h3` cancels $E_n-E_m$ against the denominator. `effective_mass_sum_rule` then adds $1+c_n$ over the bands.

`kpCorrection_highest` first shows in `hpos` that every term is nonnegative. The equality case rests on `Finset.sum_eq_zero_iff_of_nonneg`: a sum of nonnegative terms is zero exactly when all of them are. `kpCorrection_lowest` applies this result to the energies $-E_m$, with `hneg` recording the change of sign.

## A consistency check for finite k·p models

For a non-interacting k·p model with finitely many non-degenerate bands, the sum of the inverse masses along a direction can be compared with the number of bands as a test of an implementation. The test applies when every band carries the bare free-electron term; if remote bands have been folded into modified mass parameters, the $1$ in $\kappa=1+c_n$ is replaced by band-dependent values, and the total is in general no longer the number of bands. Agreement does not confirm the values of the momentum matrix elements, since the total is the same for every Hermitian $p$.
